# In three dimensions the transverse mode-coupling integral along each axis is \(\tfrac23\,(4\pi(D+\nu)t)^{-3/2}\)

A tagged particle in a fluid gives momentum to its surroundings. Part of that momentum spreads as slow shear flow and keeps pushing the particle along its original direction, so the velocity autocorrelation function has a long tail. How does this tail depend on time, the diffusion coefficient \(D\) and the kinematic viscosity \(\nu\)?

Mode-coupling theory pairs a density mode of the tagged particle, decaying as \(e^{-Dk^2t}\), with a shear mode of the fluid, decaying as \(e^{-\nu k^2t}\). Here \(k=\|\mathbf k\|\) is the length of the wavevector \(\mathbf k\in\mathbb R^d\), and \(t\) is time. For axes \(i,j\), the projector
\[
P_{ij}(\mathbf k)=\delta_{ij}-\frac{k_ik_j}{k^2}
\]
selects velocities perpendicular to \(\mathbf k\). If \(D+\nu>0\), \(t>0\) and \(d\ge1\), then
\[
I_{ij}(t)=\int\!\frac{d\mathbf k}{(2\pi)^d}\,P_{ij}(\mathbf k)\,e^{-Dk^2t}e^{-\nu k^2t}
=\delta_{ij}\,\frac{d-1}{d}\,(4\pi(D+\nu)t)^{-d/2}.
\]

## Tail corrections to a truncated Green–Kubo integral

A Green–Kubo estimate of \(D\) integrates the velocity autocorrelation up to a finite time. In three dimensions, a code can add an analytic tail beyond that time using the coefficient above, which applies within a two-mode model of an unbounded fluid with constant \(D\) and \(\nu\). In that model the autocorrelation \(\langle v_i(0)v_j(t)\rangle\) at long times is \((k_BT/\rho)\,I_{ij}(t)\), with \(k_BT\) the thermal energy and \(\rho\) the mass density. The code must supply this prefactor separately.

## The coefficient from symmetry and a trace

Set \(a=(D+\nu)t>0\). The exponentials combine to \(e^{-ak^2}\), so define
\[
J_{ij}=\int P_{ij}(\mathbf k)e^{-ak^2}\,d\mathbf k .
\]
Since \(|k_ik_j|\le k^2\), we have \(|P_{ij}|\le2\), and the integral converges.

For \(i\ne j\), the reflection \(k_i\to-k_i\) changes the sign of the integrand and preserves volume. Hence \(J_{ij}=-J_{ij}=0\). Exchanging two axes gives \(J_{ii}=J_{jj}\).

For \(\mathbf k\ne0\), the trace is
\[
\sum_i P_{ii}=d-\frac{\sum_i k_i^2}{k^2}=d-1 .
\]
The origin has zero volume, so summing the equal diagonal integrals gives
\[
d\,J_{ii}=(d-1)\int e^{-ak^2}\,d\mathbf k=(d-1)\left(\frac{\pi}{a}\right)^{d/2}.
\]
Dividing by \(d\) and using
\[
(2\pi)^{-d}\left(\frac{\pi}{a}\right)^{d/2}
=\left(\frac{\pi}{4\pi^2a}\right)^{d/2}=(4\pi a)^{-d/2}
\]
gives the result. For \(d=3\) the factor \((d-1)/d\) is \(2/3\).

For \(d=2\), \(I_{ii}(t)=1/(8\pi(D+\nu)t)\). Between positive times \(t_0\) and \(T\),
\[
\int_{t_0}^{T}I_{ii}(t)\,dt=\frac{\log(T/t_0)}{8\pi(D+\nu)},
\]
which grows without bound as \(T\) increases. In two dimensions the model's finite, constant \(D\) is therefore not consistent with its own Green–Kubo integral.

## The integral and its symmetries in Lean

```lean
import Mathlib

open MeasureTheory Real

namespace ModeCouplingTail

noncomputable section

/-- Wavevectors in `d`-dimensional Euclidean space. -/
abbrev Wavevector (d : ℕ) := EuclideanSpace ℝ (Fin d)

variable {d : ℕ}

/-- The transverse projector `δ_ij - k_i k_j / ‖k‖²`, meant for `k ≠ 0`. -/
def transverse (k : Wavevector d) (i j : Fin d) : ℝ :=
  (if i = j then 1 else 0) - k i * k j / ‖k‖ ^ 2

/-- The mode-coupling integral: a tagged-particle density mode decaying with diffusion
coefficient `D`, times a transverse velocity mode decaying with kinematic viscosity `ν`,
integrated over all wavevectors with weight `(2π)^(-d)`. -/
def tail (D ν t : ℝ) (i j : Fin d) : ℝ :=
  ((2 * π) ^ d)⁻¹ * ∫ k : Wavevector d,
    transverse k i j * (exp (-D * ‖k‖ ^ 2 * t) * exp (-ν * ‖k‖ ^ 2 * t))

/-- The squared length of a wavevector is the sum of its squared components. -/
theorem sum_mul_self (k : Wavevector d) : ∑ i, k i * k i = ‖k‖ ^ 2 := by
  rw [EuclideanSpace.norm_sq_eq]
  exact Finset.sum_congr rfl fun i _ => by rw [Real.norm_eq_abs, sq_abs, sq]


/-- For a nonzero wavevector the transverse projector has trace `d - 1`. -/
theorem transverse_trace (k : Wavevector d) (hk : k ≠ 0) :
    ∑ i, transverse k i i = (d : ℝ) - 1 := by
  have hn : ‖k‖ ^ 2 ≠ 0 := pow_ne_zero 2 (norm_ne_zero_iff.mpr hk)
  simp only [transverse, if_true, Finset.sum_sub_distrib, ← Finset.sum_div, sum_mul_self]
  rw [div_self hn]
  simp

/-- For `a > 0` each entry of the transverse projector, weighted by the Gaussian
`exp (-a ‖k‖²)`, is integrable over wavevector space. -/
theorem integrable_transverse {a : ℝ} (ha : 0 < a) (i j : Fin d) :
    Integrable fun k : Wavevector d => transverse k i j * exp (-a * ‖k‖ ^ 2) := by
  -- the Gaussian is integrable because its integral is not zero
  have hg : Integrable fun k : Wavevector d => exp (-a * ‖k‖ ^ 2) := by
    by_contra h
    have h0 := integral_undef h
    rw [GaussianFourier.integral_rexp_neg_mul_sq_norm ha] at h0
    exact (Real.rpow_pos_of_pos (div_pos pi_pos ha) _).ne' h0
  have hc : ∀ m : Fin d, Measurable fun k : Wavevector d => k m := fun m =>
    (by fun_prop : Continuous fun k : Wavevector d => k m).measurable
  have hm : Measurable fun k : Wavevector d => transverse k i j :=
    measurable_const.sub (((hc i).mul (hc j)).div (measurable_norm.pow_const 2))
  refine (hg.const_mul 2).mono' (hm.aestronglyMeasurable.mul hg.aestronglyMeasurable)
    (Filter.Eventually.of_forall fun k => ?_)
  -- the entries of the projector are bounded by 2
  have hb : |k i * k j / ‖k‖ ^ 2| ≤ 1 := by
    rw [abs_div, abs_mul, abs_of_nonneg (sq_nonneg ‖k‖)]
    refine div_le_one_of_le₀ ?_ (sq_nonneg _)
    have hi : |k i| ≤ ‖k‖ := PiLp.norm_apply_le k i
    have hj : |k j| ≤ ‖k‖ := PiLp.norm_apply_le k j
    rw [sq]
    exact mul_le_mul hi hj (abs_nonneg _) (norm_nonneg _)
  have hP : |transverse k i j| ≤ 2 := by
    have h := abs_le.mp hb
    unfold transverse
    rw [abs_le]
    split_ifs <;> constructor <;> linarith [h.1, h.2]
  rw [Real.norm_eq_abs, abs_mul, abs_of_pos (exp_pos _)]
  exact mul_le_mul_of_nonneg_right hP (exp_pos _).le

/-- All axes are equivalent: the diagonal entries of the projector have the same
Gaussian-weighted integral. -/
theorem integral_diag (a : ℝ) (i j : Fin d) :
    ∫ k : Wavevector d, transverse k i i * exp (-a * ‖k‖ ^ 2)
      = ∫ k : Wavevector d, transverse k j j * exp (-a * ‖k‖ ^ 2) := by
  -- exchange the two axes
  obtain ⟨L, hL⟩ : ∃ L : Wavevector d ≃ₗᵢ[ℝ] Wavevector d, ∀ k, L k i = k j :=
    ⟨LinearIsometryEquiv.piLpCongrLeft 2 ℝ ℝ (Equiv.swap i j), fun k => by
      change k ((Equiv.swap i j).symm i) = k j
      simp⟩
  have h := L.measurePreserving.integral_comp L.toHomeomorph.measurableEmbedding
    (fun k : Wavevector d => transverse k i i * exp (-a * ‖k‖ ^ 2))
  refine h.symm.trans (integral_congr_ae (Filter.Eventually.of_forall fun k => ?_))
  simp only [transverse, if_true, LinearIsometryEquiv.norm_map, hL]

/-- For different axes `i` and `j`, the off-diagonal entries of the projector have vanishing
Gaussian-weighted integral. -/
theorem integral_offdiag (a : ℝ) {i j : Fin d} (hij : i ≠ j) :
    ∫ k : Wavevector d, transverse k i j * exp (-a * ‖k‖ ^ 2) = 0 := by
  -- reflect the axis `i`
  obtain ⟨L, hL⟩ : ∃ L : Wavevector d ≃ₗᵢ[ℝ] Wavevector d,
      ∀ k, L k i = -k i ∧ L k j = k j :=
    ⟨LinearIsometryEquiv.piLpCongrRight 2 (fun m : Fin d =>
      (if m = i then LinearIsometryEquiv.neg ℝ else LinearIsometryEquiv.refl ℝ ℝ :
        ℝ ≃ₗᵢ[ℝ] ℝ)), fun k => ⟨by simp, by simp [hij.symm]⟩⟩
  have h := L.measurePreserving.integral_comp L.toHomeomorph.measurableEmbedding
    (fun k : Wavevector d => transverse k i j * exp (-a * ‖k‖ ^ 2))
  have h2 : ∀ k : Wavevector d, transverse (L k) i j * exp (-a * ‖L k‖ ^ 2)
      = -(transverse k i j * exp (-a * ‖k‖ ^ 2)) := by
    intro k
    simp only [transverse, if_neg hij, LinearIsometryEquiv.norm_map, (hL k).1, (hL k).2]
    ring
  simp only [h2, integral_neg] at h
  linarith

/-- For `a > 0` the Gaussian integral over wavevectors, with weight `(2π)^(-d)`, is
`(4πa)^(-d/2)`. -/
theorem gaussian_weight {a : ℝ} (ha : 0 < a) :
    ((2 * π) ^ d)⁻¹ * ∫ k : Wavevector d, exp (-a * ‖k‖ ^ 2)
      = (4 * π * a) ^ (-((d : ℝ) / 2)) := by
  have hpi := pi_pos
  have h1 : (2 * π) ^ d = ((2 * π) ^ 2) ^ ((d : ℝ) / 2) := by
    rw [← Real.rpow_natCast (2 * π) d, ← Real.rpow_natCast (2 * π) 2,
      ← Real.rpow_mul (by positivity)]
    congr 1
    push_cast
    ring
  have h2 : π / a = (2 * π) ^ 2 * (4 * π * a)⁻¹ := by
    rw [← div_eq_mul_inv, div_eq_div_iff ha.ne' (by positivity)]
    ring
  have h3 : ((2 * π) ^ 2) ^ ((d : ℝ) / 2) ≠ 0 := by positivity
  rw [GaussianFourier.integral_rexp_neg_mul_sq_norm ha, finrank_euclideanSpace_fin, h1, h2,
    Real.mul_rpow (x := (2 * π) ^ 2) (y := (4 * π * a)⁻¹) (by positivity) (by positivity),
    Real.inv_rpow (x := 4 * π * a) (by positivity),
    Real.rpow_neg (x := 4 * π * a) (by positivity), inv_mul_cancel_left₀ h3]

/-- The mode-coupling tail in `d` dimensions: for `D + ν > 0` and `t > 0` the integral is
`((d-1)/d) (4π(D+ν)t)^(-d/2)` for equal axes and zero for different axes. -/
theorem tail_eq {D ν t : ℝ} (hs : 0 < D + ν) (ht : 0 < t) (i j : Fin d) :
    tail D ν t i j = if i = j then
      ((d : ℝ) - 1) / d * (4 * π * ((D + ν) * t)) ^ (-((d : ℝ) / 2)) else 0 := by
  have ha : 0 < (D + ν) * t := mul_pos hs ht
  -- the two decay rates add
  have he : ∀ k : Wavevector d, exp (-D * ‖k‖ ^ 2 * t) * exp (-ν * ‖k‖ ^ 2 * t)
      = exp (-((D + ν) * t) * ‖k‖ ^ 2) := by
    intro k
    rw [← Real.exp_add]
    congr 1
    ring
  simp only [tail, he]
  split_ifs with hij
  · subst hij
    have hd : (d : ℝ) ≠ 0 := Nat.cast_ne_zero.mpr (Fin.pos i).ne'
    have : Nontrivial (Wavevector d) := ⟨⟨EuclideanSpace.single i 1, 0, fun h => by
      simpa using congrArg (fun k : Wavevector d => k i) h⟩⟩
    have hne : ∀ᵐ k : Wavevector d, k ≠ 0 := compl_mem_ae_iff.mpr (measure_singleton 0)
    -- sum over the axes and use the trace of the projector
    have hsum : (d : ℝ) * ∫ k : Wavevector d,
          transverse k i i * exp (-((D + ν) * t) * ‖k‖ ^ 2)
        = ((d : ℝ) - 1) * ∫ k : Wavevector d, exp (-((D + ν) * t) * ‖k‖ ^ 2) := by
      calc _ = ∑ m : Fin d, ∫ k : Wavevector d,
              transverse k m m * exp (-((D + ν) * t) * ‖k‖ ^ 2) := by
            rw [Finset.sum_congr rfl fun m _ => integral_diag ((D + ν) * t) m i]
            simp
        _ = ∫ k : Wavevector d, ∑ m : Fin d,
              transverse k m m * exp (-((D + ν) * t) * ‖k‖ ^ 2) :=
            (integral_finsetSum _ fun m _ => integrable_transverse ha m m).symm
        _ = ∫ k : Wavevector d, ((d : ℝ) - 1) * exp (-((D + ν) * t) * ‖k‖ ^ 2) := by
            refine integral_congr_ae (hne.mono fun k hk => ?_)
            simp only [← Finset.sum_mul, transverse_trace k hk]
        _ = _ := integral_const_mul _ _
    rw [← gaussian_weight ha, div_mul_eq_mul_div, eq_div_iff hd]
    linear_combination ((2 * π) ^ d)⁻¹ * hsum
  · rw [integral_offdiag _ hij, mul_zero]

/-- In three dimensions, for `D + ν > 0` and `t > 0`, the tail along any axis is
`(2/3) (4π(D+ν)t)^(-3/2)`. -/
theorem tail_three {D ν t : ℝ} (hs : 0 < D + ν) (ht : 0 < t) (i : Fin 3) :
    tail D ν t i i = 2 / 3 * (4 * π * ((D + ν) * t)) ^ (-(3 / 2) : ℝ) := by
  rw [tail_eq hs ht, if_pos rfl]
  norm_num

/-- In two dimensions, for `D + ν > 0`, the time integral of the tail along any axis between
positive times `t₀` and `T` is `log (T/t₀) / (8π(D+ν))`. -/
theorem integral_tail_two {D ν t₀ T : ℝ} (hs : 0 < D + ν) (h0 : 0 < t₀) (hT : 0 < T)
    (i : Fin 2) :
    ∫ t in t₀..T, tail D ν t i i = log (T / t₀) / (8 * π * (D + ν)) := by
  have h : ∀ t ∈ Set.uIcc t₀ T, tail D ν t i i = (8 * π * (D + ν))⁻¹ * t⁻¹ := by
    intro t ht
    have htpos : 0 < t := lt_of_lt_of_le (lt_min h0 hT) ht.1
    have e : -(((2 : ℕ) : ℝ) / 2) = -1 := by norm_num
    rw [tail_eq hs htpos, if_pos rfl, e, Real.rpow_neg_one]
    generalize D + ν = s
    push_cast
    ring
  rw [intervalIntegral.integral_congr h, intervalIntegral.integral_const_mul,
    integral_inv_of_pos h0 hT, div_eq_inv_mul (log (T / t₀))]

end

end ModeCouplingTail
```

```lean
#print axioms ModeCouplingTail.integrable_transverse
#print axioms ModeCouplingTail.tail_three
#print axioms ModeCouplingTail.integral_tail_two
```

```
'ModeCouplingTail.integrable_transverse' depends on axioms: [propext, Classical.choice, Quot.sound]
'ModeCouplingTail.tail_three' depends on axioms: [propext, Classical.choice, Quot.sound]
'ModeCouplingTail.integral_tail_two' depends on axioms: [propext, Classical.choice, Quot.sound]
```

## An exact integral for an assumed model

`Wavevector d` is Euclidean \(\mathbb R^d\), `transverse k i j` is \(P_{ij}(\mathbf k)\), and `tail D ν t i j` is \(I_{ij}(t)\), including the factor \((2\pi)^{-d}\). The theorem `tail_eq` gives the whole tensor. An axis of type `Fin d` exists only when \(d\ge1\); for \(d=1\) the value is zero, as there is no transverse direction. Besides \(t>0\), the theorem assumes only \(D+\nu>0\), not that \(D\) and \(\nu\) are each positive. `tail_three` and `integral_tail_two` are the three- and two-dimensional results.

The proof takes the same route as the derivation:

- `integrable_transverse` bounds the projector entries by 2 and compares with the Gaussian.
- `integral_diag` and `integral_offdiag` build the axis exchange and the reflection as linear isometries, which preserve volume.
- `transverse_trace` uses `sum_mul_self` to obtain \(d-1\).
- `gaussian_weight` combines Mathlib's Gaussian integral with the Fourier prefactor.

In `tail_eq`, `he` adds the decay rates, and `hsum` exchanges the finite sum with the integral and applies the trace almost everywhere. The final `linear_combination` multiplies `hsum` by the prefactor. For the two-dimensional time integral, `integral_tail_two` rewrites the tail as a constant times \(1/t\) and integrates.

The mode-coupling form itself is assumed: nothing here derives it from particle dynamics or says when a simulated fluid reaches it. The integral runs over all wavevectors, whereas a periodic box has a discrete set, so finite-size effects need a separate treatment. \(D\) and \(\nu\) are constants, independent of time and wavevector.
